# The variance of a Hermitian operator in a normalised state is the squared norm of its fluctuation vector

The theorem `norm_fluct_sq` concerns a Hermitian operator A, linear and defined on the whole of a complex inner product space, and a unit vector u. It states that the fluctuation vector (A − ⟨u, Au⟩)u has squared norm ⟨u, A²u⟩ − ⟨u, Au⟩², where `variance` takes the real parts of both expectation values. The space need be neither complete nor finite-dimensional. The attempt splits Au into the fluctuation vector and the multiple ⟨u, Au⟩u, which are orthogonal, and applies Pythagoras' theorem. It then rewrites the squared norms of Au and of the coefficient ⟨u, Au⟩ through real parts, and combines the resulting equations linearly.

An attempt in Lean 4 with a fault in it:

```lean
import Mathlib

open scoped TensorProduct

namespace NormFluctSq

noncomputable section

variable {E F : Type*} [NormedAddCommGroup E] [InnerProductSpace ℂ E]
  [NormedAddCommGroup F] [InnerProductSpace ℂ F]

/-- The fluctuation vector `(A - ⟨u, A u⟩) u` of the operator `A` in the state `u`. -/
def fluct (A : E →ₗ[ℂ] E) (u : E) : E := A u - inner ℂ u (A u) • u

/-- The expression `⟨u, A² u⟩ - ⟨u, A u⟩²`, with real parts taken of both expectation values. -/
def variance (A : E →ₗ[ℂ] E) (u : E) : ℝ :=
  (inner ℂ u (A (A u))).re - (inner ℂ u (A u)).re ^ 2

/-- The fluctuation vector of an operator in a unit vector `u` is orthogonal to `u`. -/
theorem inner_fluct (A : E →ₗ[ℂ] E) {u : E} (hu : ‖u‖ = 1) :
    inner ℂ u (fluct A u) = 0 := by
  simp [fluct, inner_self_eq_norm_sq_to_K, hu]

/-- For a Hermitian operator and a unit vector, the squared norm of the fluctuation vector is
the variance. -/
theorem norm_fluct_sq {A : E →ₗ[ℂ] E} (hA : A.IsSymmetric) {u : E} (hu : ‖u‖ = 1) :
    ‖fluct A u‖ ^ 2 = variance A u := by
  -- the expectation value is real
  have him : (inner ℂ u (A u)).im = 0 := by
    apply Complex.conj_eq_iff_im.1
    rw [inner_conj_symm]
    exact hA u u
  have horth : inner ℂ (fluct A u) (inner ℂ u (A u) • u) = 0 := by
    rw [inner_smul_right, inner_eq_zero_symm.1 (inner_fluct A hu), mul_zero]
  have hp := norm_add_sq_eq_norm_sq_add_norm_sq_of_inner_eq_zero _ _ horth
  have hsum : fluct A u + inner ℂ u (A u) • u = A u := by simp [fluct]
  have hn : ‖inner ℂ u (A u)‖ ^ 2 = (inner ℂ u (A u)).re ^ 2 := by
    rw [Complex.sq_norm, Complex.normSq_apply, him]
    ring
  have hAA : (inner ℂ u (A (A u))).re = ‖A u‖ ^ 2 := by
    rw [← hA u (A u), inner_self_eq_norm_sq_to_K]
    norm_cast
  rw [hsum, norm_smul, hu, mul_one] at hp
  rw [variance, hAA]
  linear_combination hn - hp

end

end NormFluctSq
```

Lean reports:

```
Main.lean:45:2: error: ring failed, ring expressions not equal
E : Type u_1
inst✝¹ : NormedAddCommGroup E
inst✝ : InnerProductSpace ℂ E
A : E →ₗ[ℂ] E
hA : A.IsSymmetric
u : E
hu : ‖u‖ = 1
him : (inner ℂ u (A u)).im = 0
horth : inner ℂ (fluct A u) (inner ℂ u (A u) • u) = 0
hp : ‖A u‖ * ‖A u‖ = ‖fluct A u‖ * ‖fluct A u‖ + ‖inner ℂ u (A u)‖ * ‖inner ℂ u (A u)‖
hsum : fluct A u + inner ℂ u (A u) • u = A u
hn : ‖inner ℂ u (A u)‖ ^ 2 = (inner ℂ u (A u)).re ^ 2
hAA : (inner ℂ u (A (A u))).re = ‖A u‖ ^ 2
⊢ (inner ℂ u (A u)).re ^ 2 * 2 - ‖inner ℂ u (A u)‖ ^ 2 * 2 = 0
```

Fix (accepted with no message):

```diff
@@ -43,5 +43,5 @@
   rw [hsum, norm_smul, hu, mul_one] at hp
   rw [variance, hAA]
-  linear_combination hn - hp
+  linear_combination -hn - hp
 
 end
```

What went wrong. The one error is a wrong sign in the last step. `linear_combination` subtracts the proposed combination of hypotheses from the goal, side by side, and asks `ring` to show that the difference vanishes. Write c for ⟨u, Au⟩. After the rewrites, the goal says that the squared norm of the fluctuation vector is ‖Au‖² − (Re c)². Pythagoras' theorem, `hp`, taken with a minus sign, accounts for the first two of these terms but brings in ‖c‖², which has to be exchanged for (Re c)² by means of `hn`.

With `hn` added, ‖c‖² is doubled instead of cancelled, and (Re c)² comes in with the wrong sign. What remains is 2(Re c)² − 2‖c‖² = 0, the goal shown in the message. This equation is true, by `hn` itself, but `ring` does not use hypotheses and so cannot close it.

The diff changes `hn` to `-hn`. Now ‖c‖² cancels, (Re c)² has the right sign, and the difference is identically zero.
